# Gap and filling of a finite two-species alloy with site energies ±d and Hermitian hopping of norm below d

The spectrum is treated here as a list of levels in which a degenerate energy is repeated, and not as a set of distinct energies, because filling counts states. The atomic arrangement is an arbitrary set of sites, with no probability distribution attached, so whatever holds for the list holds for each configuration separately.

## The gap bound and the level count

Take $N$ orthonormal site orbitals $e_i$, one per site, and let $S$ be the set of sites that hold the low-energy species. The site potential $V$ is diagonal, $Ve_i=w_ie_i$, with $w_i=-d$ for $i\in S$ and $w_i=d$ otherwise. Energies are measured from the midpoint of the two site energies, so $2d$ is their separation. The hopping $T$ is Hermitian, with operator norm $\|T\|<d$. Let $\varepsilon_k$ be the $N$ levels of $H=T+V$. Then

$$|\varepsilon_k|\ge d-\|T\|\ \text{ for every } k,\qquad \#\{k:\varepsilon_k<0\}=|S|.$$

The count stays $|S|$ if zero is replaced by any Fermi energy $\mu$ with $|\mu|<d-\|T\|$.

## Occupation numbers in supercell codes

A code that diagonalises many configurations of this model can use the count as a test: as long as $\|T\|<d$ in each of them, all configurations with the same number of low-energy sites must give the same number of negative levels. The gap bound also gives a density-matrix method a lower bound on the distance between the spectrum and a Fermi energy at zero.

The norm need not be computed. Add up the absolute values of the entries in each row of the matrix of $T$ in the site orbitals. The largest of these sums is an upper bound $\tau$ for $\|T\|$. If $\tau<d$, the count holds, and so does the gap bound with $\tau$ in place of $\|T\|$.

As an instance, take an open chain of three sites with nearest-neighbour hopping 1 and $d=2$. Here $\tau=2$ is not below $d$, so the row sums do not settle the matter and the norm itself is used. The hopping matrix has eigenvalues $0,\pm\sqrt2$, so $\|T\|=\sqrt2<d$ and no level may lie within $2-\sqrt2\approx0.586$ of zero.

- With the low-energy atom in the middle, the antisymmetric combination of the end orbitals has energy 2. The symmetric combination couples to the middle orbital by $\sqrt2$, which gives $\pm\sqrt6\approx\pm2.449$.
- With the low-energy atom at an end, the levels are the roots of $p(\lambda)=\lambda^3-2\lambda^2-6\lambda+8$. The values $p(-3)=-19$, $p(-2)=4$, $p(1)=1$, $p(2)=-4$, $p(3)=-1$ and $p(4)=16$ put one root in each of $(-3,-2)$, $(1,2)$ and $(3,4)$.

The levels move with the arrangement, but exactly one is negative in both cases.

## From site amplitudes to the number of negative levels

**The gap.** Since $w_i^2=d^2$ on every site,

$$\|Vx\|^2=\sum_i w_i^2|\langle e_i,x\rangle|^2=d^2\|x\|^2 .$$

Let $b_k$ be a normalised eigenvector with level $\varepsilon_k$. Then $Vb_k=\varepsilon_kb_k-Tb_k$, and the triangle inequality gives $d\le|\varepsilon_k|+\|T\|$.

**Energy expectations.** For every $x$, $|\langle x,Tx\rangle|\le\|T\|\|x\|^2$. If $x$ has amplitude only on $S$, then $\langle x,Vx\rangle=-d\|x\|^2$, so

$$\langle x,Hx\rangle\le-(d-\|T\|)\|x\|^2 .$$

If $x$ has amplitude only off $S$, the same argument gives $\langle x,Hx\rangle\ge(d-\|T\|)\|x\|^2$.

**The count.** Choose the $b_k$ as an orthonormal basis, so that $\langle x,Hx\rangle=\sum_k\varepsilon_k|\langle b_k,x\rangle|^2$, and let $P$ be the set of $k$ with $\varepsilon_k<0$.

Suppose $x$ is orthogonal to $b_k$ for all $k\in P$ and to $e_i$ for all $i\notin S$. The first condition gives $\langle x,Hx\rangle\ge0$. The second puts $x$ on $S$, so $\langle x,Hx\rangle\le-(d-\|T\|)\|x\|^2$. Hence $x=0$. The linear map that sends $x$ to these $|P|+(N-|S|)$ overlaps is therefore injective, so $N\le|P|+N-|S|$, that is, $|S|\le|P|$.

Now suppose $x$ is orthogonal to $b_k$ for all $k\notin P$ and to $e_i$ for all $i\in S$. Then $\langle x,Hx\rangle\le0$ and $\langle x,Hx\rangle\ge(d-\|T\|)\|x\|^2$, so again $x=0$. This gives $N\le(N-|P|)+|S|$, that is, $|P|\le|S|$.

**Other Fermi energies.** Each level is either at least $d-\|T\|$, hence above both $0$ and $\mu$, or at most $-(d-\|T\|)$, hence below both.

**Sharpness.** For $N\ge1$ and $0\le t<d$, let $T$ be diagonal with entries $t$ on $S$ and $-t$ off $S$. Its norm is $t$, and each $e_i$ is an eigenvector of $H$ with energy $-(d-t)$ on $S$ and $d-t$ off $S$, so the gap bound is attained. This $T$ only shifts the site energies and moves no electron between sites, but the hypotheses allow it. Hopping between different sites can attain the bound too: two sites, both in $S$ and joined by hopping $t$, have the levels $-d\pm t$.

**Hopping as strong as the potential.** The condition $\|T\|\le d$ is not enough for the count. Take two sites, both in $S$, joined by hopping $d>0$. Then $\|T\|=d$ and the levels are $-2d$ and $0$, so only one level is negative although $|S|=2$.

## The Lean file

```lean
import Mathlib

open scoped InnerProductSpace
open Module

namespace SplitBandAlloy

noncomputable section

variable {ι E : Type*} [Fintype ι] [DecidableEq ι]
  [NormedAddCommGroup E] [InnerProductSpace ℂ E]

/-- The site energy of a binary alloy: `-d` on the sites in `S`, `d` on all others. -/
def siteEnergy (d : ℝ) (S : Finset ι) (i : ι) : ℝ := if i ∈ S then -d else d

/-- The alloy potential, diagonal in the orthonormal site orbitals `e`. -/
def sitePotential (e : OrthonormalBasis ι ℂ E) (d : ℝ) (S : Finset ι) : E →L[ℂ] E :=
  ∑ i, (siteEnergy d S i : ℂ) • (innerSL ℂ (e i)).smulRight (e i)

/-- The alloy Hamiltonian: hopping `T` plus the site potential. -/
def alloyHamiltonian (e : OrthonormalBasis ι ℂ E) (d : ℝ) (S : Finset ι)
    (T : E →L[ℂ] E) : E →L[ℂ] E := T + sitePotential e d S

/-- The potential multiplies the amplitude on each site by the energy of that site. -/
theorem inner_sitePotential (e : OrthonormalBasis ι ℂ E) (d : ℝ) (S : Finset ι)
    (i : ι) (x : E) :
    ⟪e i, sitePotential e d S x⟫_ℂ = (siteEnergy d S i : ℂ) * ⟪e i, x⟫_ℂ := by
  simp [sitePotential, sum_apply, orthonormal_iff_ite.mp e.orthonormal]

/-- The potential multiplies the norm of every state by `|d|`, whatever the arrangement. -/
theorem norm_sitePotential (e : OrthonormalBasis ι ℂ E) (d : ℝ) (S : Finset ι) (x : E) :
    ‖sitePotential e d S x‖ = |d| * ‖x‖ := by
  refine (sq_eq_sq₀ (norm_nonneg _) (by positivity)).mp ?_
  rw [mul_pow, sq_abs, ← e.sum_sq_norm_inner_right (sitePotential e d S x),
    ← e.sum_sq_norm_inner_right x, Finset.mul_sum]
  refine Finset.sum_congr rfl fun i _ => ?_
  have h : siteEnergy d S i ^ 2 = d ^ 2 := by
    unfold siteEnergy
    split_ifs <;> ring
  rw [inner_sitePotential, norm_mul, mul_pow, Complex.norm_real, Real.norm_eq_abs, sq_abs, h]

/-- With Hermitian hopping the alloy Hamiltonian is Hermitian. -/
theorem alloy_isSymmetric (e : OrthonormalBasis ι ℂ E) (d : ℝ) (S : Finset ι)
    {T : E →L[ℂ] E} (hT : (T : E →ₗ[ℂ] E).IsSymmetric) :
    (alloyHamiltonian e d S T : E →ₗ[ℂ] E).IsSymmetric := by
  intro x y
  have hV : ⟪sitePotential e d S x, y⟫_ℂ = ⟪x, sitePotential e d S y⟫_ℂ := by
    rw [← e.sum_inner_mul_inner (sitePotential e d S x) y,
      ← e.sum_inner_mul_inner x (sitePotential e d S y)]
    refine Finset.sum_congr rfl fun i _ => ?_
    rw [← inner_conj_symm (sitePotential e d S x) (e i), inner_sitePotential,
      inner_sitePotential, map_mul, Complex.conj_ofReal, inner_conj_symm]
    ring
  have hTxy : ⟪T x, y⟫_ℂ = ⟪x, T y⟫_ℂ := hT x y
  change ⟪T x + sitePotential e d S x, y⟫_ℂ = ⟪x, T y + sitePotential e d S y⟫_ℂ
  rw [inner_add_left, inner_add_right, hV, hTxy]

/-- If `A` is diagonal in an orthonormal basis with real entries `w`, the real part of `⟪x, A x⟫` is
the sum of the entries weighted by the squared amplitudes of `x`. -/
theorem expectation_eq_sum {κ : Type*} [Fintype κ] (b : OrthonormalBasis κ ℂ E)
    (A : E →L[ℂ] E) (w : κ → ℝ)
    (h : ∀ k x, ⟪b k, A x⟫_ℂ = (w k : ℂ) * ⟪b k, x⟫_ℂ) (x : E) :
    (⟪x, A x⟫_ℂ).re = ∑ k, w k * ‖⟪b k, x⟫_ℂ‖ ^ 2 := by
  rw [← b.sum_inner_mul_inner x (A x), Complex.re_sum]
  refine Finset.sum_congr rfl fun k _ => ?_
  rw [h, ← inner_conj_symm x (b k), Complex.sq_norm, Complex.normSq_apply]
  simp only [Complex.mul_re, Complex.mul_im, Complex.conj_re, Complex.conj_im,
    Complex.ofReal_re, Complex.ofReal_im]
  ring

/-- Let `H` be the alloy Hamiltonian. If `x` has amplitude only on `S`, the real part of `⟪x, H x⟫`
is at most `-(d - ‖T‖)‖x‖²`; if only off `S`, it is at least `(d - ‖T‖)‖x‖²`. -/
theorem expectation_bounds (e : OrthonormalBasis ι ℂ E) (d : ℝ) (S : Finset ι)
    (T : E →L[ℂ] E) (x : E) :
    ((∀ i ∉ S, ⟪e i, x⟫_ℂ = 0) →
      (⟪x, alloyHamiltonian e d S T x⟫_ℂ).re ≤ -((d - ‖T‖) * ‖x‖ ^ 2)) ∧
    ((∀ i ∈ S, ⟪e i, x⟫_ℂ = 0) →
      (d - ‖T‖) * ‖x‖ ^ 2 ≤ (⟪x, alloyHamiltonian e d S T x⟫_ℂ).re) := by
  have hTx : |(⟪x, T x⟫_ℂ).re| ≤ ‖T‖ * ‖x‖ ^ 2 :=
    calc |(⟪x, T x⟫_ℂ).re| ≤ ‖⟪x, T x⟫_ℂ‖ := Complex.abs_re_le_norm _
      _ ≤ ‖x‖ * ‖T x‖ := norm_inner_le_norm _ _
      _ ≤ ‖x‖ * (‖T‖ * ‖x‖) := mul_le_mul_of_nonneg_left (T.le_opNorm x) (norm_nonneg x)
      _ = ‖T‖ * ‖x‖ ^ 2 := by ring
  have hsplit : (⟪x, alloyHamiltonian e d S T x⟫_ℂ).re
      = (⟪x, T x⟫_ℂ).re + (⟪x, sitePotential e d S x⟫_ℂ).re := by
    simp [alloyHamiltonian]
  have hV := expectation_eq_sum e _ _ (inner_sitePotential e d S) x
  obtain ⟨h1, h2⟩ := abs_le.mp hTx
  constructor
  · intro h
    have : ∑ i, siteEnergy d S i * ‖⟪e i, x⟫_ℂ‖ ^ 2 = -d * ‖x‖ ^ 2 := by
      rw [← e.sum_sq_norm_inner_right x, Finset.mul_sum]
      refine Finset.sum_congr rfl fun i _ => ?_
      by_cases hi : i ∈ S
      · simp [siteEnergy, hi]
      · simp [h i hi]
    linarith
  · intro h
    have : ∑ i, siteEnergy d S i * ‖⟪e i, x⟫_ℂ‖ ^ 2 = d * ‖x‖ ^ 2 := by
      rw [← e.sum_sq_norm_inner_right x, Finset.mul_sum]
      refine Finset.sum_congr rfl fun i _ => ?_
      by_cases hi : i ∈ S
      · simp [h i hi]
      · simp [siteEnergy, hi]
    linarith

/-- If only the zero vector is orthogonal to two finite families of states, the dimension
is at most the total number of states in them. -/
theorem finrank_le_card_add_card {κ κ' : Type*} (f : κ → E) (g : κ' → E)
    (A : Finset κ) (B : Finset κ')
    (h : ∀ x, (∀ k ∈ A, ⟪f k, x⟫_ℂ = 0) → (∀ i ∈ B, ⟪g i, x⟫_ℂ = 0) → x = 0) :
    finrank ℂ E ≤ A.card + B.card := by
  let L : E →ₗ[ℂ] (A → ℂ) × (B → ℂ) :=
    (LinearMap.pi fun k : A => (innerSL ℂ (f k)).toLinearMap).prod
      (LinearMap.pi fun i : B => (innerSL ℂ (g i)).toLinearMap)
  have hL : Function.Injective L := (injective_iff_map_eq_zero L).mpr fun x hx =>
    h x (fun k hk => congrFun (congrArg Prod.fst hx) ⟨k, hk⟩)
      (fun i hi => congrFun (congrArg Prod.snd hx) ⟨i, hi⟩)
  simpa using LinearMap.finrank_le_finrank_of_injective hL

variable [FiniteDimensional ℂ E]

/-- The energy levels of the alloy with Hermitian hopping, repeated by multiplicity. -/
def alloyLevel (e : OrthonormalBasis ι ℂ E) (d : ℝ) (S : Finset ι) {T : E →L[ℂ] E}
    (hT : (T : E →ₗ[ℂ] E).IsSymmetric) (k : Fin (finrank ℂ E)) : ℝ :=
  (alloy_isSymmetric e d S hT).eigenvalues rfl k

/-- If the Hermitian hopping has norm below `d`, every level has absolute value at least `d - ‖T‖`,
and the number of negative levels is the number of sites in `S`. -/
theorem alloy_gap_and_filling (e : OrthonormalBasis ι ℂ E) (d : ℝ) (S : Finset ι)
    {T : E →L[ℂ] E} (hT : (T : E →ₗ[ℂ] E).IsSymmetric) (hd : ‖T‖ < d) :
    (∀ k, d - ‖T‖ ≤ |alloyLevel e d S hT k|) ∧
    (Finset.univ.filter fun k => alloyLevel e d S hT k < 0).card = S.card := by
  have hH := alloy_isSymmetric e d S hT
  let b := hH.eigenvectorBasis rfl
  have hb : ∀ k, alloyHamiltonian e d S T (b k) = (alloyLevel e d S hT k : ℂ) • b k :=
    fun k => hH.apply_eigenvectorBasis rfl k
  constructor
  · -- the potential maps a unit eigenvector to norm d; the level and T bound that norm
    intro k
    have hbk : ‖b k‖ = 1 := b.orthonormal.1 k
    have hV : sitePotential e d S (b k) = (alloyLevel e d S hT k : ℂ) • b k - T (b k) := by
      rw [← hb k]
      simp [alloyHamiltonian]
    have h1 := norm_sitePotential e d S (b k)
    have h2 := norm_sub_le ((alloyLevel e d S hT k : ℂ) • b k) (T (b k))
    have h3 := T.le_opNorm (b k)
    rw [← hV, h1, norm_smul, Complex.norm_real, Real.norm_eq_abs, hbk] at h2
    rw [hbk] at h3
    linarith [le_abs_self d]
  · have hdiag : ∀ k x, ⟪b k, alloyHamiltonian e d S T x⟫_ℂ
        = (alloyLevel e d S hT k : ℂ) * ⟪b k, x⟫_ℂ := by
      intro k x
      have h : ⟪alloyHamiltonian e d S T (b k), x⟫_ℂ
          = ⟪b k, alloyHamiltonian e d S T x⟫_ℂ := hH (b k) x
      rw [← h, hb, inner_smul_left, Complex.conj_ofReal]
    have hexp := expectation_eq_sum b _ _ hdiag
    have hzero : ∀ x : E, (d - ‖T‖) * ‖x‖ ^ 2 ≤ 0 → x = 0 := by
      intro x hx
      by_contra hne
      have := mul_pos (sub_pos.mpr hd) (pow_pos (norm_pos_iff.mpr hne) 2)
      linarith
    set P := Finset.univ.filter fun k => alloyLevel e d S hT k < 0 with hP
    -- no state on S is orthogonal to all negative levels
    have hlow : finrank ℂ E ≤ P.card + Sᶜ.card := by
      refine finrank_le_card_add_card b e P Sᶜ fun x hx hs => hzero x ?_
      have h1 := (expectation_bounds e d S T x).1 fun i hi => hs i (by simpa using hi)
      have h2 : 0 ≤ (⟪x, alloyHamiltonian e d S T x⟫_ℂ).re := by
        rw [hexp]
        refine Finset.sum_nonneg fun k _ => ?_
        by_cases hk : alloyLevel e d S hT k < 0
        · simp [hx k (by simp [hP, hk])]
        · exact mul_nonneg (not_lt.mp hk) (sq_nonneg _)
      linarith
    -- no state off S is orthogonal to all nonnegative levels
    have hhigh : finrank ℂ E ≤ Pᶜ.card + S.card := by
      refine finrank_le_card_add_card b e Pᶜ S fun x hx hs => hzero x ?_
      have h1 := (expectation_bounds e d S T x).2 hs
      have h2 : (⟪x, alloyHamiltonian e d S T x⟫_ℂ).re ≤ 0 := by
        rw [hexp]
        refine Finset.sum_nonpos fun k _ => ?_
        by_cases hk : alloyLevel e d S hT k < 0
        · exact mul_nonpos_of_nonpos_of_nonneg hk.le (sq_nonneg _)
        · simp [hx k (by simpa [hP] using hk)]
      linarith
    have hN : finrank ℂ E = Fintype.card ι := finrank_eq_card_basis e.toBasis
    have hPc := Finset.card_add_card_compl P
    have hSc := Finset.card_add_card_compl S
    rw [Fintype.card_fin] at hPc
    omega

/-- For Hermitian hopping and any Fermi energy `μ` with `|μ| < d - ‖T‖`, the number of
levels below `μ` is the number of sites in `S`. -/
theorem filling_at_fermi_energy (e : OrthonormalBasis ι ℂ E) (d : ℝ) (S : Finset ι)
    {T : E →L[ℂ] E} (hT : (T : E →ₗ[ℂ] E).IsSymmetric) {μ : ℝ} (hμ : |μ| < d - ‖T‖) :
    (Finset.univ.filter fun k => alloyLevel e d S hT k < μ).card = S.card := by
  obtain ⟨hgap, hcount⟩ :=
    alloy_gap_and_filling e d S hT (by linarith [abs_nonneg μ])
  rw [← hcount]
  congr 1
  refine Finset.filter_congr fun k _ => ?_
  obtain ⟨h1, h2⟩ := abs_lt.mp hμ
  rcases le_abs.mp (hgap k) with h | h
  · constructor <;> intro h' <;> linarith
  · constructor <;> intro _ <;> linarith

omit [FiniteDimensional ℂ E] in
/-- For `t ≥ 0` and any site `i`, the operator `sitePotential e (-t) S` is Hermitian with norm `t`,
and the alloy Hamiltonian with this operator as `T` has `e i` as an eigenvector, with energy
`-(d - t)` if `i` is in `S` and `d - t` otherwise. -/
theorem gap_edge_attained (e : OrthonormalBasis ι ℂ E) (d : ℝ) (S : Finset ι)
    {t : ℝ} (ht : 0 ≤ t) (i : ι) :
    (sitePotential e (-t) S : E →ₗ[ℂ] E).IsSymmetric ∧ ‖sitePotential e (-t) S‖ = t ∧
    alloyHamiltonian e d S (sitePotential e (-t) S) (e i)
      = (siteEnergy (d - t) S i : ℂ) • e i := by
  have hn : ∀ x, ‖sitePotential e (-t) S x‖ = t * ‖x‖ := fun x => by
    rw [norm_sitePotential, abs_neg, abs_of_nonneg ht]
  have happ : ∀ c : ℝ, sitePotential e c S (e i) = (siteEnergy c S i : ℂ) • e i := by
    intro c
    simp [sitePotential, sum_apply, orthonormal_iff_ite.mp e.orthonormal]
  refine ⟨?_, le_antisymm ?_ ?_, ?_⟩
  · have h := alloy_isSymmetric e (-t) S (T := 0) (fun x y => by simp)
    simpa [alloyHamiltonian] using h
  · exact ContinuousLinearMap.opNorm_le_bound _ ht fun x => (hn x).le
  · have h := (sitePotential e (-t) S).le_opNorm (e i)
    rw [hn, e.orthonormal.1 i] at h
    linarith
  · change sitePotential e (-t) S (e i) + sitePotential e d S (e i) = _
    rw [happ, happ, ← add_smul, ← Complex.ofReal_add]
    congr 2
    unfold siteEnergy
    split_ifs <;> ring

end

end SplitBandAlloy
```

```lean
#print axioms SplitBandAlloy.alloy_gap_and_filling
-- 'SplitBandAlloy.alloy_gap_and_filling' depends on axioms: [propext, Classical.choice, Quot.sound]
#print axioms SplitBandAlloy.filling_at_fermi_energy
-- 'SplitBandAlloy.filling_at_fermi_energy' depends on axioms: [propext, Classical.choice, Quot.sound]
#print axioms SplitBandAlloy.gap_edge_attained
-- 'SplitBandAlloy.gap_edge_attained' depends on axioms: [propext, Classical.choice, Quot.sound]
```

## What the Lean statements fix

The space `E` is a finite-dimensional complex inner product space, `e` is the orthonormal basis of site orbitals, and `S : Finset ι` is the arrangement. `T` is a continuous linear operator, so `‖T‖` is the operator norm, and `hT` says that it is Hermitian. `alloyLevel e d S hT k` is the level $\varepsilon_k$, with `k` running over `Fin (finrank ℂ E)`; nothing depends on the order of the list.

`alloy_gap_and_filling` states the gap and the count under `hd : ‖T‖ < d`. `filling_at_fermi_energy` needs only `|μ| < d - ‖T‖`, which already implies `hd`. Both hold for every `S` and every admissible `T`, so the hopping may itself change with the arrangement as long as its norm keeps satisfying the hypothesis of the theorem used.

## How the lemmas produce the count

`norm_sitePotential` is the identity $\|Vx\|=|d|\|x\|$, and the first half of the main theorem combines it with `norm_sub_le` and `le_opNorm`. `expectation_eq_sum` is used twice: with the site basis and $V$ inside `expectation_bounds`, and with the eigenvector basis and $H$ in the main theorem.

`finrank_le_card_add_card` is the injectivity argument. It yields `hlow` and `hhigh`, the two inequalities for $N$, and `omega` combines them with the sizes of the complements. `gap_edge_attained` takes for `T` the operator `sitePotential e (-t) S`, a site potential of strength `t` with the sign reversed.

## Where the model stops

The result concerns one-electron levels of a finite cluster or supercell. It contains no electron–electron interaction and no infinite-lattice limit. The potential $V$ has only two site energies. Other variations of the site energies, such as those from a third species, can be put into the diagonal of $T$, and the condition $\|T\|<d$ then applies to the $T$ that includes them.

The orbitals are orthonormal. In a code with an overlap matrix the levels are generalised eigenvalues, which the theorems do not describe directly. If the Hamiltonian is rewritten in an orthonormal basis, the site potential may no longer be diagonal with entries $\pm d$. If spin is included, the index `i` labels spin orbitals, and $|S|$ counts those of the low-energy species.

The theorems describe the operator $T+V$ and say nothing about the rounding errors of an eigensolver. A computed count that differs from $|S|$ therefore points to the matrix, the norm estimate or the solver.
